# With nearest-neighbour coupling $J$ and equal, parallel dipoles $d$, the uniform exciton on a ring of $N\ge 3$ identical molecules has strength $Nd^2$ and is lowest for $J<0$, not for $J>0$

## Can the lowest exciton of a ring really be dark?

I model light absorption by a ring of identical molecules by giving each of them the same real transition dipole $d$, as if all the dipoles were parallel. One excitation hops between nearest neighbours with coupling $J$. For $J<0$ the lowest excited state absorbs strongly, but when I change the sign of $J$ the lowest state has no absorption at all. Is that a mistake? And since some levels are degenerate, could a different combination of the degenerate states be bright?

## The sign of $J$ moves the bright state, and degeneracy does not brighten the others

It is not a mistake. With parallel, equal dipoles, a state with amplitude $\psi_n$ on molecule $n$ has transition dipole $d\sum_n\psi_n$, so only the sum of the amplitudes matters. Let $e$ be the excitation energy of one molecule (not the charge). For $N\ge3$ a state of energy $E$ obeys

$$e\,\psi_n+J(\psi_{n+1}+\psi_{n-1})=E\,\psi_n .$$

**The uniform state.** Inserting $\psi_n=1/\sqrt N$ gives $E=e+2J$. The state is normalised, and its strength is $|d\,N/\sqrt N|^2=Nd^2$.

**The other energies.** Sum the equation over the ring. Each shifted sum equals $S=\sum_n\psi_n$, so $(E-e-2J)S=0$. If $E\ne e+2J$, then $S=0$ and the state is dark. This holds for every eigenvector, including any combination within a degenerate level.

**No second state at $e+2J$.** At this energy, division by $J\neq0$ leaves $\psi_{n+1}-\psi_n=\psi_n-\psi_{n-1}$. The difference is a constant $D$, and summing it around the ring gives $ND=0$. Hence $D=0$ and $\psi$ is uniform.

**Negative $J$.** At the site $m$ where $|\psi_m|$ is largest, $|E-e|\,|\psi_m|\le 2|J|\,|\psi_m|$. Since $|\psi_m|>0$, we get $E\ge e-2|J|=e+2J$.

**Positive $J$.** The Bloch state $\psi_n=\exp(2\pi ikn/N)/\sqrt N$, with integer $k$, satisfies $\psi_{n+1}+\psi_{n-1}=2\cos(2\pi k/N)\,\psi_n$, so its energy is $e+2J\cos(2\pi k/N)$. For $k=1$ the angle lies strictly between $0$ and $\pi$, the cosine is below $1$, and the energy is below $e+2J$.

In the Lean file the molecules are the elements of `ZMod N`, so that adding $1$ closes the ring. `hamiltonian` is the one-exciton matrix, and `hamiltonian N e J *ᵥ ψ = (E : ℂ) • ψ` is the eigenvalue equation. `strength` is the squared modulus of the transition dipole; unlike the oscillator strength, it has no energy factor. `blochState` omits the factor $1/\sqrt N$, which does not affect its energy.

The theorem `collective_transition` assumes `3 ≤ N` and `J ≠ 0` and joins six statements: the energy of the uniform state, its strength, its uniqueness up to a factor, the darkness of the other energies, and the two cases for the sign of $J$. For $N=2$ both neighbours are the same site, and the uniform energy of this matrix is $e+J$.

```lean
import Mathlib

open Matrix

namespace RingExciton

noncomputable section

/-- One-exciton Hamiltonian of a ring of `N` molecules: excitation energy `e` on each site and
coupling `J` between nearest neighbours. -/
def hamiltonian (N : ℕ) (e J : ℝ) : Matrix (ZMod N) (ZMod N) ℂ :=
  Matrix.of fun i j => if j = i then (e : ℂ) else if j = i + 1 ∨ j = i - 1 then (J : ℂ) else 0

/-- The uniform state, with amplitude `1/√N` on every molecule, for `N > 0`. -/
def uniformState (N : ℕ) : ZMod N → ℂ := fun _ => ((1 / √(N : ℝ) : ℝ) : ℂ)

/-- The Bloch state with integer wave number `k`, with amplitude `exp(2πikn/N)` on site `n`
(not normalised). -/
def blochState (N : ℕ) [NeZero N] (k : ℤ) : ZMod N → ℂ :=
  fun n => ZMod.stdAddChar ((k : ZMod N) * n)

/-- Strength of the transition from the ground state to `ψ`, for normalised `ψ`: the squared modulus
of the total transition dipole, when every molecule has the transition dipole `d`. -/
def strength {N : ℕ} [NeZero N] (d : ℝ) (ψ : ZMod N → ℂ) : ℝ :=
  ‖∑ n, (d : ℂ) * ψ n‖ ^ 2

/-- The ring Hamiltonian is Hermitian. -/
theorem hamiltonian_isHermitian {N : ℕ} (e J : ℝ) : (hamiltonian N e J).IsHermitian := by
  ext i j
  have a : (i = j) ↔ (j = i) := eq_comm
  have b : (i = j + 1 ∨ i = j - 1) ↔ (j = i + 1 ∨ j = i - 1) := by
    constructor <;> rintro (h | h) <;> simp [h]
  simp only [Matrix.conjTranspose_apply, hamiltonian, Matrix.of_apply, a, b]
  split_ifs <;> simp

variable {N : ℕ} [NeZero N]

/-- On a ring of at least three molecules the Hamiltonian multiplies the amplitude on each site by
`e` and adds `J` times the sum of the amplitudes on its two neighbours. -/
theorem hamiltonian_mulVec (hN : 3 ≤ N) (e J : ℝ) (ψ : ZMod N → ℂ) (i : ZMod N) :
    (hamiltonian N e J *ᵥ ψ) i = e * ψ i + J * (ψ (i + 1) + ψ (i - 1)) := by
  -- the site and its two neighbours are three different sites
  have one_ne : (1 : ZMod N) ≠ 0 := by
    intro h
    have h' := (CharP.cast_eq_zero_iff (ZMod N) N 1).mp (by rw [Nat.cast_one]; exact h)
    have := Nat.le_of_dvd (by norm_num) h'
    omega
  have two_ne : (2 : ZMod N) ≠ 0 := by
    intro h
    have h' := (CharP.cast_eq_zero_iff (ZMod N) N 2).mp (by rw [Nat.cast_ofNat]; exact h)
    have := Nat.le_of_dvd (by norm_num) h'
    omega
  have h1 : i + 1 ≠ i := fun h => one_ne (by linear_combination h)
  have h2 : i - 1 ≠ i := fun h => one_ne (by linear_combination -h)
  have h3 : i + 1 ≠ i - 1 := fun h => two_ne (by linear_combination h)
  have key : ∀ j, hamiltonian N e J i j * ψ j = (if j = i then (e : ℂ) * ψ j else 0)
      + (if j = i + 1 then (J : ℂ) * ψ j else 0)
      + (if j = i - 1 then (J : ℂ) * ψ j else 0) := by
    intro j
    by_cases a : j = i
    · simp [hamiltonian, a, h1.symm, h2.symm]
    by_cases b : j = i + 1
    · simp [hamiltonian, b, h1, h3]
    by_cases c : j = i - 1
    · simp [hamiltonian, c, h2, h3.symm]
    · simp [hamiltonian, a, b, c]
  change ∑ j, hamiltonian N e J i j * ψ j = _
  rw [Finset.sum_congr rfl fun j _ => key j]
  simp only [Finset.sum_add_distrib, Finset.sum_ite_eq', Finset.mem_univ, if_true]
  ring

/-- For `N ≥ 3` the eigenvalue equation is the hopping equation on every site. -/
theorem eigen_iff (hN : 3 ≤ N) (e J E : ℝ) (ψ : ZMod N → ℂ) :
    hamiltonian N e J *ᵥ ψ = (E : ℂ) • ψ ↔
      ∀ n, (e : ℂ) * ψ n + J * (ψ (n + 1) + ψ (n - 1)) = E * ψ n := by
  constructor
  · intro h n
    have h' := congrFun h n
    rwa [hamiltonian_mulVec hN, Pi.smul_apply, smul_eq_mul] at h'
  · intro h
    funext n
    rw [hamiltonian_mulVec hN, Pi.smul_apply, smul_eq_mul]
    exact h n

/-- The uniform state is normalised and has strength `N d²`. -/
theorem uniformState_strength (d : ℝ) :
    ∑ n, ‖uniformState N n‖ ^ 2 = 1 ∧ strength d (uniformState N) = N * d ^ 2 := by
  have hN0 : (0 : ℝ) < N := Nat.cast_pos.mpr (NeZero.pos N)
  constructor
  · simp only [uniformState, Complex.norm_real, Real.norm_eq_abs, sq_abs, div_pow,
      Real.sq_sqrt hN0.le, Finset.sum_const, Finset.card_univ, ZMod.card, nsmul_eq_mul]
    field_simp
  · have h : ∑ n, (d : ℂ) * uniformState N n = ((N * (d * (1 / √(N : ℝ))) : ℝ) : ℂ) := by
      simp [uniformState, ZMod.card]
    rw [strength, h, Complex.norm_real, Real.norm_eq_abs, sq_abs, mul_pow, mul_pow, div_pow,
      Real.sq_sqrt hN0.le]
    field_simp

/-- For `N ≥ 3` every eigenvector with an energy other than `e + 2J` has zero strength. -/
theorem dark_of_energy_ne (hN : 3 ≤ N) {e J E : ℝ} (d : ℝ) {ψ : ZMod N → ℂ}
    (h : hamiltonian N e J *ᵥ ψ = (E : ℂ) • ψ) (hE : E ≠ e + 2 * J) : strength d ψ = 0 := by
  -- sum the hopping equation over the ring
  have s1 : ∑ n, ψ (n + 1) = ∑ n, ψ n := Equiv.sum_comp (Equiv.addRight (1 : ZMod N)) ψ
  have s2 : ∑ n, ψ (n - 1) = ∑ n, ψ n := Equiv.sum_comp (Equiv.subRight (1 : ZMod N)) ψ
  have s := Finset.sum_congr (rfl : (Finset.univ : Finset (ZMod N)) = Finset.univ)
    fun n _ => (eigen_iff hN e J E ψ).mp h n
  simp only [Finset.sum_add_distrib, ← Finset.mul_sum, s1, s2] at s
  have hp : ((E : ℂ) - (e + 2 * J)) * ∑ n, ψ n = 0 := by linear_combination (-1 : ℂ) * s
  have hne : (E : ℂ) - (e + 2 * J) ≠ 0 := by
    intro h0
    apply hE
    apply Complex.ofReal_injective
    push_cast
    linear_combination h0
  have hS := (mul_eq_zero.mp hp).resolve_left hne
  rw [strength, ← Finset.mul_sum, hS]
  simp

/-- For `N ≥ 3` the Bloch state with wave number `k` has energy `e + 2J cos(2πk/N)`. -/
theorem blochState_energy (hN : 3 ≤ N) (e J : ℝ) (k : ℤ) :
    hamiltonian N e J *ᵥ blochState N k =
      ((e + 2 * J * Real.cos (2 * Real.pi * k / N) : ℝ) : ℂ) • blochState N k := by
  rw [eigen_iff hN]
  intro n
  have hc : (ZMod.stdAddChar (k : ZMod N) : ℂ) + ZMod.stdAddChar ((-k : ℤ) : ZMod N)
      = 2 * ((Real.cos (2 * Real.pi * k / N) : ℝ) : ℂ) := by
    rw [ZMod.stdAddChar_coe, ZMod.stdAddChar_coe, Complex.ofReal_cos, Complex.two_cos]
    congr 2 <;> (push_cast; ring)
  have e1 : (k : ZMod N) * (n + 1) = k * n + k := by ring
  have e2 : (k : ZMod N) * (n - 1) = k * n + ((-k : ℤ) : ZMod N) := by push_cast; ring
  simp only [blochState]
  rw [e1, e2, AddChar.map_add_eq_mul, AddChar.map_add_eq_mul, Complex.ofReal_add,
    Complex.ofReal_mul, Complex.ofReal_mul, Complex.ofReal_ofNat]
  linear_combination (J : ℂ) * ZMod.stdAddChar ((k : ZMod N) * n) * hc

/-- For `N ≥ 3` the energy of every nonzero eigenvector lies within `2|J|` of `e`. -/
theorem energy_within_band (hN : 3 ≤ N) {e J E : ℝ} {ψ : ZMod N → ℂ} (hψ : ψ ≠ 0)
    (h : hamiltonian N e J *ᵥ ψ = (E : ℂ) • ψ) : |E - e| ≤ 2 * |J| := by
  -- look at the site with the largest amplitude
  obtain ⟨m, hm⟩ := Finite.exists_max fun n => ‖ψ n‖
  have hpos : 0 < ‖ψ m‖ := by
    obtain ⟨n, hn⟩ := Function.ne_iff.mp hψ
    exact (norm_pos_iff.mpr hn).trans_le (hm n)
  have heq : ((E - e : ℝ) : ℂ) * ψ m = (J : ℂ) * (ψ (m + 1) + ψ (m - 1)) := by
    push_cast
    linear_combination (-1 : ℂ) * (eigen_iff hN e J E ψ).mp h m
  have hnorm := congrArg norm heq
  simp only [norm_mul, Complex.norm_real, Real.norm_eq_abs] at hnorm
  have hb : ‖ψ (m + 1) + ψ (m - 1)‖ ≤ ‖ψ m‖ + ‖ψ m‖ :=
    (norm_add_le _ _).trans (add_le_add (hm _) (hm _))
  have hJb := mul_le_mul_of_nonneg_left hb (abs_nonneg J)
  exact le_of_mul_le_mul_right (by linarith) hpos

/-- For `N ≥ 3` and `J ≠ 0` every state with energy `e + 2J` is a multiple of the uniform
state. -/
theorem bright_level_nondegenerate (hN : 3 ≤ N) {e J : ℝ} (hJ : J ≠ 0) {ψ : ZMod N → ℂ}
    (h : hamiltonian N e J *ᵥ ψ = ((e + 2 * J : ℝ) : ℂ) • ψ) :
    ∃ c : ℂ, ψ = c • uniformState N := by
  have aux : ∀ f : ZMod N → ℂ, (∀ n, f (n + 1) = f n) → ∀ n, f n = f 0 := by
    intro f hf n
    have hk : ∀ k : ℕ, f (k : ZMod N) = f 0 := by
      intro k
      induction k with
      | zero => rw [Nat.cast_zero]
      | succ k ih => rw [Nat.cast_succ, hf, ih]
    have h' := hk n.val
    rwa [ZMod.natCast_zmod_val] at h'
  -- the difference of neighbouring amplitudes is the same all around the ring
  have hD : ∀ n, ψ (n + 1 + 1) - ψ (n + 1) = ψ (n + 1) - ψ n := by
    intro n
    have h' := (eigen_iff hN e J _ ψ).mp h (n + 1)
    rw [add_sub_cancel_right] at h'
    push_cast at h'
    apply mul_left_cancel₀ (Complex.ofReal_ne_zero.mpr hJ)
    linear_combination h'
  have hc : ∀ n, ψ (n + 1) - ψ n = ψ (0 + 1) - ψ 0 := aux (fun n => ψ (n + 1) - ψ n) hD
  -- and these differences sum to zero
  have s1 : ∑ n, ψ (n + 1) = ∑ n, ψ n := Equiv.sum_comp (Equiv.addRight (1 : ZMod N)) ψ
  have hsum : ∑ n, (ψ (n + 1) - ψ n) = 0 := by rw [Finset.sum_sub_distrib, s1, sub_self]
  rw [Finset.sum_congr rfl fun n _ => hc n, Finset.sum_const, Finset.card_univ, ZMod.card,
    nsmul_eq_mul] at hsum
  have h0 := (mul_eq_zero.mp hsum).resolve_left (Nat.cast_ne_zero.mpr (NeZero.ne N))
  have hconst := aux ψ fun n => sub_eq_zero.mp ((hc n).trans h0)
  have hs : ((√(N : ℝ) : ℝ) : ℂ) ≠ 0 :=
    Complex.ofReal_ne_zero.mpr (Real.sqrt_pos.mpr (Nat.cast_pos.mpr (NeZero.pos N))).ne'
  refine ⟨ψ 0 * ((√(N : ℝ) : ℝ) : ℂ), funext fun n => ?_⟩
  rw [hconst n, Pi.smul_apply, smul_eq_mul, uniformState, Complex.ofReal_div,
    Complex.ofReal_one, mul_assoc, mul_one_div_cancel hs, mul_one]

/-- On a ring of `N ≥ 3` molecules with `J ≠ 0`, the uniform state has energy `e + 2J` and
strength `N d²`, is the only state at that energy up to a factor, and all eigenvectors at other
energies are dark. Its energy is the lowest for `J < 0` and not the lowest for `J > 0`. -/
theorem collective_transition (hN : 3 ≤ N) (e d : ℝ) {J : ℝ} (hJ : J ≠ 0) :
    hamiltonian N e J *ᵥ uniformState N = ((e + 2 * J : ℝ) : ℂ) • uniformState N ∧
    strength d (uniformState N) = N * d ^ 2 ∧
    (∀ ψ : ZMod N → ℂ, hamiltonian N e J *ᵥ ψ = ((e + 2 * J : ℝ) : ℂ) • ψ →
      ∃ c : ℂ, ψ = c • uniformState N) ∧
    (∀ (E : ℝ) (ψ : ZMod N → ℂ), hamiltonian N e J *ᵥ ψ = (E : ℂ) • ψ →
      E ≠ e + 2 * J → strength d ψ = 0) ∧
    (J < 0 → ∀ (E : ℝ) (ψ : ZMod N → ℂ), ψ ≠ 0 →
      hamiltonian N e J *ᵥ ψ = (E : ℂ) • ψ → e + 2 * J ≤ E) ∧
    (0 < J → ∃ (E : ℝ) (ψ : ZMod N → ℂ), ψ ≠ 0 ∧
      hamiltonian N e J *ᵥ ψ = (E : ℂ) • ψ ∧ E < e + 2 * J) := by
  refine ⟨?_, (uniformState_strength d).2, fun ψ h => bright_level_nondegenerate hN hJ h,
    fun E ψ h hE => dark_of_energy_ne hN d h hE, ?_, ?_⟩
  · rw [eigen_iff hN]
    intro n
    simp only [uniformState]
    rw [Complex.ofReal_add, Complex.ofReal_mul, Complex.ofReal_ofNat]
    ring
  · intro hneg E ψ hψ h
    have hb := (abs_le.mp (energy_within_band hN hψ h)).1
    rw [abs_of_neg hneg] at hb
    linarith
  · -- the Bloch state with wave number one lies lower
    intro hpos
    refine ⟨_, blochState N 1, ?_, blochState_energy hN e J 1, ?_⟩
    · intro h
      have h0 := congrFun h 0
      simp [blochState] at h0
    · have hN3 : (3 : ℝ) ≤ N := by exact_mod_cast hN
      have hN0 : (0 : ℝ) < N := by linarith
      have hpi := Real.pi_pos
      have hle : 2 * Real.pi * ((1 : ℤ) : ℝ) / N ≤ Real.pi := by
        rw [div_le_iff₀ hN0, Int.cast_one]
        nlinarith
      have hlt : 0 < 2 * Real.pi * ((1 : ℤ) : ℝ) / N := by
        rw [Int.cast_one]
        positivity
      have hcos := Real.cos_lt_cos_of_nonneg_of_le_pi le_rfl hle hlt
      rw [Real.cos_zero] at hcos
      nlinarith

end

end RingExciton
```

```lean
#print axioms RingExciton.hamiltonian_isHermitian
#print axioms RingExciton.collective_transition
```

```
'RingExciton.hamiltonian_isHermitian' depends on axioms: [propext, Classical.choice, Quot.sound]
'RingExciton.collective_transition' depends on axioms: [propext, Classical.choice, Quot.sound]
```

`hamiltonian_isHermitian` justifies considering real $E$ only. `hamiltonian_mulVec` shows that a site and its two neighbours are distinct and splits the matrix row into three terms; `eigen_iff` turns this into the hopping equation. `uniformState_strength` gives the norm and the strength.

In `dark_of_energy_ne`, `Equiv.sum_comp` shifts the summation index. `energy_within_band` picks the largest amplitude with `Finite.exists_max` and applies the triangle inequality. `bright_level_nondegenerate` uses its auxiliary `aux` twice: a function unchanged by one step is constant on the ring, first for the differences and then for $\psi$. `blochState_energy` adds the two neighbouring phases to get the cosine. The final theorem inserts the uniform state directly and, for $J>0$, uses that the cosine decreases on $[0,\pi]$.

That a real ring of molecules is described by this Hamiltonian with parallel dipoles remains a physical assumption. Where this one-exciton, nearest-neighbour model with equal, parallel dipoles applies, with $J>0$ and $d\ne0$, an excited-state calculation that stops at the lowest exciton level misses the absorbing state.
